# A regular solution with 0 < 2kT < W has three compositions at one chemical potential exactly when |μ| is below the spinodal limit

Suppose that the composition of a particle in a phase-separating battery electrode is to be found from the chemical potential that the applied voltage imposes. If the particle is modelled as a homogeneous regular solution, that equation can have one, two or three roots, and a root finder that stops at the first one may land on the wrong phase. Below the critical temperature, and with $\mu$ measured from its value at half filling, the number of roots follows from comparing $|\mu|$ with a single closed expression in the interaction and the temperature.

```lean
import Mathlib

open Set

namespace SpinodalHysteresis

noncomputable section
```

## The potential and its spinodal limit

Let $x$ be the fraction of sites occupied by the inserted species, $k$ Boltzmann's constant and $T$ the temperature. The interaction energy $W$ is positive when unlike neighbours are unfavourable. The free energy per site is
$$g(x)=W x(1-x)+kT\,[x\log x+(1-x)\log(1-x)],$$
and its derivative is the chemical potential
$$\mu(x)=W(1-2x)+kT\log\frac{x}{1-x}.$$
In Lean, `W` and `kT` are real numbers, with the thermal energy as one variable. The formula for $\mu(x)$ is taken as the definition. It measures the potential from its value at $x=1/2$, which is zero.

```lean
/-- Chemical potential of a regular solution with interaction `W` and thermal energy `kT`
at composition `x`, for `0 < x < 1`. -/
def chemPot (W kT x : ℝ) : ℝ := W * (1 - 2 * x) + kT * Real.log (x / (1 - x))
```

The spinodal compositions are those where $\mu'(x)=0$. For $0<2kT<W$ they will turn out to be
$$a=\frac{1-s}{2},\qquad b=\frac{1+s}{2},\qquad s=\sqrt{1-\frac{2kT}{W}}.$$
The name `gap` stands for $s=b-a$. It is not the miscibility gap, which is bounded by the coexisting compositions and is wider.

```lean
/-- The distance `s = √(1 - 2kT/W)` between the two spinodal compositions, for `0 < 2kT ≤ W`. -/
def gap (W kT : ℝ) : ℝ := Real.sqrt (1 - 2 * kT / W)
```

The spinodal limit is
$$M=W s-kT\log\frac{1+s}{1-s}.$$

```lean
/-- The spinodal limit `W s - kT log((1+s)/(1-s))` of the chemical potential,
for `0 < 2kT < W`. -/
def spinodalLimit (W kT : ℝ) : ℝ :=
  W * gap W kT - kT * Real.log ((1 + gap W kT) / (1 - gap W kT))
```

For a prescribed potential `mu`, the roots form a set of real numbers strictly between 0 and 1. Its size is taken with `ncard`, which counts distinct compositions, so a double root counts once.

```lean
/-- The compositions in `(0,1)` whose chemical potential is `mu`. -/
def compositions (W kT mu : ℝ) : Set ℝ := {x | x ∈ Ioo (0 : ℝ) 1 ∧ chemPot W kT x = mu}
```

## Where the potential rises and falls

The condition $0<2kT<W$ places the solution below its critical temperature. It gives $0<2kT/W<1$, hence $0<s<1$, and squaring the definition of $s$ gives $Ws^2=W-2kT$.

```lean
variable {W kT : ℝ}

/-- For `0 < 2kT < W` the spinodal distance `s` lies strictly between 0 and 1 and satisfies
`W s² = W - 2kT`. -/
theorem gap_spec (hk : 0 < kT) (h : 2 * kT < W) :
    0 < gap W kT ∧ gap W kT < 1 ∧ W * gap W kT ^ 2 = W - 2 * kT := by
  have hW : 0 < W := by linarith
  have h1 : 2 * kT / W < 1 := (div_lt_one hW).2 h
  have h0 : 0 < 2 * kT / W := by positivity
  refine ⟨Real.sqrt_pos.2 (by linarith), (Real.sqrt_lt' one_pos).2 (by linarith), ?_⟩
  have h2 : W * (2 * kT / W) = 2 * kT := by field_simp
  rw [gap, Real.sq_sqrt (by linarith)]
  linear_combination -h2
```

Since $\frac{d}{dx}\log\frac{x}{1-x}=\frac1x+\frac1{1-x}=\frac{1}{x(1-x)}$, the slope is
$$\mu'(x)=\frac{kT}{x(1-x)}-2W.$$
Lean assembles this from the rules for quotients, logarithms and sums, and `field_simp` and `ring` bring it to the stated form.

```lean
/-- The slope of the chemical potential at a composition `0 < x < 1` is
`kT/(x(1-x)) - 2W`. -/
theorem hasDerivAt_chemPot (W kT : ℝ) {x : ℝ} (h0 : 0 < x) (h1 : x < 1) :
    HasDerivAt (chemPot W kT) (kT / (x * (1 - x)) - 2 * W) x := by
  have hx : x ≠ 0 := h0.ne'
  have hy : 1 - x ≠ 0 := (sub_pos.2 h1).ne'
  have d1 : HasDerivAt (fun y : ℝ => y / (1 - y)) ((1 * (1 - x) - x * (-1)) / (1 - x) ^ 2) x :=
    (hasDerivAt_id' x).fun_div ((hasDerivAt_id' x).const_sub 1) hy
  have d2 := d1.log (div_ne_zero hx hy)
  have d3 : HasDerivAt (fun y : ℝ => W * (1 - 2 * y)) (W * (-(2 * 1))) x :=
    (((hasDerivAt_id' x).const_mul 2).const_sub 1).const_mul W
  refine (d3.fun_add (d2.const_mul kT)).congr_deriv ?_
  field_simp
  ring
```

Exchanging occupied and empty sites replaces $x$ by $1-x$. Both terms change sign:
$$W(1-2(1-x))=-W(1-2x),\qquad \log\frac{1-x}{x}=-\log\frac{x}{1-x}.$$
Therefore $\mu(1-x)=-\mu(x)$.

```lean
/-- Exchanging the two components reverses the sign of the chemical potential. -/
theorem chemPot_one_sub (W kT x : ℝ) : chemPot W kT (1 - x) = -chemPot W kT x := by
  unfold chemPot
  rw [sub_sub_cancel (1 : ℝ) x, ← inv_div x (1 - x), Real.log_inv]
  ring
```

The map $x\mapsto1-x$ thus carries the roots for $\mu$ onto the roots for $-\mu$. It is injective, so the two sets have the same size.

```lean
/-- The potentials `mu` and `-mu` are reached at equally many compositions. -/
theorem ncard_compositions_neg (W kT mu : ℝ) :
    (compositions W kT (-mu)).ncard = (compositions W kT mu).ncard := by
  have himg : compositions W kT (-mu) = (fun x => 1 - x) '' compositions W kT mu := by
    ext x
    constructor
    · rintro ⟨hx, ex⟩
      exact ⟨1 - x, ⟨⟨by linarith [hx.2], by linarith [hx.1]⟩,
        by rw [chemPot_one_sub, ex, neg_neg]⟩, sub_sub_cancel 1 x⟩
    · rintro ⟨y, ⟨hy, ey⟩, rfl⟩
      show 1 - y ∈ compositions W kT (-mu)
      exact ⟨⟨by linarith [hy.2], by linarith [hy.1]⟩, by rw [chemPot_one_sub, ey]⟩
  rw [himg, Set.ncard_image_of_injective _ sub_right_injective]
```

At $x=a$ we have $1-2a=s$ and $a/(1-a)=(1-s)/(1+s)$, so
$$\mu(a)=Ws+kT\log\frac{1-s}{1+s}=M.$$
Because $b=1-a$, the exchange symmetry gives $\mu(b)=-M$.

```lean
/-- At the compositions `(1-s)/2` and `(1+s)/2` the chemical potential equals plus and minus
the spinodal limit. -/
theorem chemPot_spinodal (W kT : ℝ) :
    chemPot W kT ((1 - gap W kT) / 2) = spinodalLimit W kT ∧
      chemPot W kT ((1 + gap W kT) / 2) = -spinodalLimit W kT := by
  have h1 : 1 - (1 - gap W kT) / 2 = (1 + gap W kT) / 2 := by ring
  have h2 : chemPot W kT ((1 - gap W kT) / 2) = spinodalLimit W kT := by
    unfold chemPot spinodalLimit
    rw [h1, div_div_div_cancel_right₀ (by norm_num : (2 : ℝ) ≠ 0),
      ← inv_div (1 + gap W kT) (1 - gap W kT), Real.log_inv]
    ring
  exact ⟨h2, by rw [← h1, chemPot_one_sub, h2]⟩
```

From $a+b=1$ and $ab=(1-s^2)/4=kT/(2W)$ the slope factorises:
$$\mu'(x)=\frac{kT-2Wx(1-x)}{x(1-x)}=\frac{2W(x-a)(x-b)}{x(1-x)}.$$
It is positive for $x<a$, negative between $a$ and $b$, and positive for $x>b$. The potential therefore rises on $(0,a]$, falls on $[a,b]$ and rises on $[b,1)$. In the first two cases Lean clears the denominator and passes the sign of the product $W(a-x)(b-x)$, or $W(x-a)(b-x)$, to `nlinarith`. The third branch follows from the first by exchange.

```lean
/-- For `0 < 2kT < W` the chemical potential rises up to the composition `(1-s)/2`, falls
from there to `(1+s)/2`, and rises again beyond. -/
theorem chemPot_branches (hk : 0 < kT) (h : 2 * kT < W) :
    StrictMonoOn (chemPot W kT) (Ioc 0 ((1 - gap W kT) / 2)) ∧
      StrictAntiOn (chemPot W kT) (Icc ((1 - gap W kT) / 2) ((1 + gap W kT) / 2)) ∧
      StrictMonoOn (chemPot W kT) (Ico ((1 + gap W kT) / 2) 1) := by
  obtain ⟨g0, g1, g2⟩ := gap_spec hk h
  have hW : 0 < W := by linarith
  have hL : StrictMonoOn (chemPot W kT) (Ioc 0 ((1 - gap W kT) / 2)) := by
    apply strictMonoOn_of_deriv_pos (convex_Ioc _ _)
    · intro x hx
      exact (hasDerivAt_chemPot W kT hx.1
        (by linarith [hx.2])).continuousAt.continuousWithinAt
    · intro x hx
      rw [interior_Ioc] at hx
      have x1 : x < 1 := by linarith [hx.2]
      rw [(hasDerivAt_chemPot W kT hx.1 x1).deriv, sub_pos,
        lt_div_iff₀ (mul_pos hx.1 (sub_pos.2 x1))]
      have p2 : 0 < (1 + gap W kT) / 2 - x := by linarith [hx.2]
      nlinarith [mul_pos hW (mul_pos (sub_pos.2 hx.2) p2)]
  refine ⟨hL, ?_, ?_⟩
  · apply strictAntiOn_of_deriv_neg (convex_Icc _ _)
    · intro x hx
      exact (hasDerivAt_chemPot W kT (by linarith [hx.1])
        (by linarith [hx.2])).continuousAt.continuousWithinAt
    · intro x hx
      rw [interior_Icc] at hx
      have x0 : 0 < x := by linarith [hx.1]
      have x1 : x < 1 := by linarith [hx.2]
      rw [(hasDerivAt_chemPot W kT x0 x1).deriv, sub_neg,
        div_lt_iff₀ (mul_pos x0 (sub_pos.2 x1))]
      nlinarith [mul_pos hW (mul_pos (sub_pos.2 hx.1) (sub_pos.2 hx.2))]
  · -- the concentrated branch is the mirror image of the dilute one
    intro x hx y hy hxy
    have := hL ⟨by linarith [hy.2], by linarith [hy.1]⟩
      ⟨by linarith [hx.2], by linarith [hx.1]⟩ (sub_lt_sub_left hxy 1)
    rw [chemPot_one_sub, chemPot_one_sub] at this
    linarith
```

## Roots on the dilute and concentrated branches

Every potential $m<M$ is reached on the dilute branch. To find a composition with a potential below $m$, take
$$x_t=\frac{1}{1+e^t},\qquad \frac{x_t}{1-x_t}=e^{-t}.$$
Then
$$\mu(x_t)=W(1-2x_t)-kT\,t<W-kT\,t\le m\quad\text{when } kT\,t\ge W-m.$$
If also $t\ge1/a$, then $e^t\ge t+1>1/a$, and so $x_t<a$. The potential is continuous, lies below $m$ at $x_t$ and equals $M>m$ at $a$, so the intermediate value theorem gives a root between them. Applied to $-\mu$, the same argument and the exchange symmetry give a root above $b$ for every $\mu>-M$.

```lean
/-- For `0 < 2kT < W`, every potential below the spinodal limit is reached at a composition
below `(1-s)/2`, and every potential above minus that limit at one above `(1+s)/2`. -/
theorem exists_outer (hk : 0 < kT) (h : 2 * kT < W) (mu : ℝ) :
    (mu < spinodalLimit W kT → ∃ x ∈ Ioo 0 ((1 - gap W kT) / 2), chemPot W kT x = mu) ∧
      (-spinodalLimit W kT < mu →
        ∃ x ∈ Ioo ((1 + gap W kT) / 2) 1, chemPot W kT x = mu) := by
  have key : ∀ m < spinodalLimit W kT,
      ∃ x ∈ Ioo 0 ((1 - gap W kT) / 2), chemPot W kT x = m := by
    intro m hm
    obtain ⟨g0, g1, -⟩ := gap_spec hk h
    have hW : 0 < W := by linarith
    have hsp := (chemPot_spinodal W kT).1
    have a0 : 0 < (1 - gap W kT) / 2 := by linarith
    have a1 : (1 - gap W kT) / 2 < 1 := by linarith
    generalize (1 - gap W kT) / 2 = a at *
    -- a composition so dilute that its potential lies below m
    obtain ⟨t, ht1, ht2⟩ : ∃ t, 1 / a ≤ t ∧ W - m ≤ kT * t :=
      ⟨max (1 / a) ((W - m) / kT), le_max_left _ _, by
        rw [← div_le_iff₀' hk]; exact le_max_right _ _⟩
    have hE : 1 / a < Real.exp t := by linarith [Real.add_one_le_exp t]
    have hE0 := Real.exp_pos t
    have hne : 1 + Real.exp t ≠ 0 := by positivity
    have hy0 : 0 < 1 / (1 + Real.exp t) := by positivity
    have hya : 1 / (1 + Real.exp t) < a := by
      rw [div_lt_iff₀ a0] at hE
      rw [div_lt_iff₀ (by positivity)]
      nlinarith
    have hc : 1 - 1 / (1 + Real.exp t) = Real.exp t / (1 + Real.exp t) := by
      rw [eq_div_iff hne, sub_mul, div_mul_cancel₀ _ hne]
      ring
    have hfy : chemPot W kT (1 / (1 + Real.exp t)) < m := by
      unfold chemPot
      rw [hc, div_div_div_cancel_right₀ hne, one_div (Real.exp t), ← Real.exp_neg,
        Real.log_exp]
      nlinarith [mul_pos hW hy0]
    obtain ⟨x, hx, ex⟩ := intermediate_value_Ioo hya.le
      (fun z hz => (hasDerivAt_chemPot W kT (lt_of_lt_of_le hy0 hz.1)
        (lt_of_le_of_lt hz.2 a1)).continuousAt.continuousWithinAt)
      ⟨hfy, by rw [hsp]; exact hm⟩
    exact ⟨x, ⟨hy0.trans hx.1, hx.2⟩, ex⟩
  refine ⟨key mu, fun hm => ?_⟩
  obtain ⟨x, hx, ex⟩ := key (-mu) (by linarith)
  exact ⟨1 - x, ⟨by linarith [hx.2], by linarith [hx.1]⟩,
    by rw [chemPot_one_sub, ex, neg_neg]⟩
```

## One root beyond the limit, two at the limit

By symmetry it is enough to treat $\mu\ge0$, which is what `wlog` does. The potential falls strictly from $M$ at $a$ to $-M$ at $b$, so $M>0$.

If $\mu>M$, there is no root up to $b$, because the potential does not exceed $M$ there. The concentrated branch has a root, and strict monotonicity makes it the only one.

If $\mu=M$, the composition $a$ is a root, and it is the only one on the dilute and middle branches. The concentrated branch supplies one more, which makes two. In Lean, `le_total` sorts an arbitrary root into its branch, and injectivity on that branch identifies it.

```lean
/-- For `0 < 2kT < W`, a potential of magnitude above the spinodal limit is reached at exactly
one composition, and a potential of magnitude equal to the limit at exactly two. -/
theorem ncard_outside (hk : 0 < kT) (h : 2 * kT < W) (mu : ℝ) :
    (spinodalLimit W kT < |mu| → (compositions W kT mu).ncard = 1) ∧
      (|mu| = spinodalLimit W kT → (compositions W kT mu).ncard = 2) := by
  -- by exchange of the components it is enough to treat mu ≥ 0
  wlog hmu : 0 ≤ mu generalizing mu
  · have := this (-mu) (by linarith [not_le.1 hmu])
    rwa [abs_neg, ncard_compositions_neg] at this
  rw [abs_of_nonneg hmu]
  obtain ⟨g0, g1, -⟩ := gap_spec hk h
  obtain ⟨hL, hM, hR⟩ := chemPot_branches hk h
  obtain ⟨ha, hb⟩ := chemPot_spinodal W kT
  have a0 : 0 < (1 - gap W kT) / 2 := by linarith
  have ab : (1 - gap W kT) / 2 < (1 + gap W kT) / 2 := by linarith
  have hpos := hM ⟨le_rfl, ab.le⟩ ⟨ab.le, le_rfl⟩ ab
  rw [ha, hb] at hpos
  constructor
  · intro hm
    obtain ⟨z, hz, ez⟩ := (exists_outer hk h mu).2 (by linarith)
    refine Set.ncard_eq_one.2 ⟨z, Set.eq_singleton_iff_unique_mem.2
      ⟨⟨⟨by linarith [hz.1], hz.2⟩, ez⟩, ?_⟩⟩
    rintro x ⟨hx, ex⟩
    rcases le_total x ((1 - gap W kT) / 2) with h1 | h1
    · have := hL.monotoneOn ⟨hx.1, h1⟩ ⟨a0, le_rfl⟩ h1
      exfalso; linarith
    rcases le_total x ((1 + gap W kT) / 2) with h2 | h2
    · have := hM.antitoneOn ⟨le_rfl, ab.le⟩ ⟨h1, h2⟩ h1
      exfalso; linarith
    · exact hR.injOn ⟨h2, hx.2⟩ ⟨hz.1.le, hz.2⟩ (ex.trans ez.symm)
  · intro hm
    obtain ⟨z, hz, ez⟩ := (exists_outer hk h mu).2 (by linarith)
    refine Set.ncard_eq_two.2 ⟨(1 - gap W kT) / 2, z, (ab.trans hz.1).ne, ?_⟩
    ext x
    simp only [Set.mem_insert_iff, Set.mem_singleton_iff]
    constructor
    · rintro ⟨hx, ex⟩
      have exa : chemPot W kT x = chemPot W kT ((1 - gap W kT) / 2) := by linarith
      rcases le_total x ((1 - gap W kT) / 2) with h1 | h1
      · exact Or.inl (hL.injOn ⟨hx.1, h1⟩ ⟨a0, le_rfl⟩ exa)
      rcases le_total x ((1 + gap W kT) / 2) with h2 | h2
      · exact Or.inl (hM.injOn ⟨h1, h2⟩ ⟨le_rfl, ab.le⟩ exa)
      · exact Or.inr (hR.injOn ⟨h2, hx.2⟩ ⟨hz.1.le, hz.2⟩ (ex.trans ez.symm))
    · rintro (h1 | h1)
      · rw [h1]; exact ⟨⟨a0, by linarith⟩, ha.trans hm.symm⟩
      · rw [h1]; exact ⟨⟨by linarith [hz.1], hz.2⟩, ez⟩
```

## Three roots inside the window

The final theorem reads: if $0<kT$ and $2kT<W$, then for every real $\mu$ the equation
$$W(1-2x)+kT\log\frac{x}{1-x}=\mu$$
has exactly three solutions in $(0,1)$ if and only if $|\mu|<M$. The window runs from $-M$ to $M$, so $M$ is half its width.

If $|\mu|<M$, each outer branch has a root. The middle branch has one too, since the potential falls there from $M$ to $-M$. Strict monotonicity allows no second root on any branch, and the three roots $u<v<z$ are separated by $a$ and $b$. Conversely, if $|\mu|\ge M$, the preceding counts give one or two roots, never three; `omega` closes these two contradictions.

```lean
/-- For `0 < 2kT < W`, exactly three compositions share the chemical potential `mu` if and only
if `|mu|` is below the spinodal limit `W s - kT log((1+s)/(1-s))`. -/
theorem three_compositions_iff (hk : 0 < kT) (h : 2 * kT < W) (mu : ℝ) :
    (compositions W kT mu).ncard = 3 ↔ |mu| < spinodalLimit W kT := by
  constructor
  · intro h3
    by_contra hc
    rcases (not_lt.1 hc).lt_or_eq with h1 | h1
    · have := (ncard_outside hk h mu).1 h1
      omega
    · have := (ncard_outside hk h mu).2 h1.symm
      omega
  · intro hm
    obtain ⟨m1, m2⟩ := abs_lt.1 hm
    obtain ⟨g0, g1, -⟩ := gap_spec hk h
    obtain ⟨hL, hM, hR⟩ := chemPot_branches hk h
    obtain ⟨ha, hb⟩ := chemPot_spinodal W kT
    have ab : (1 - gap W kT) / 2 < (1 + gap W kT) / 2 := by linarith
    -- one solution on each of the three branches
    obtain ⟨u, hu, eu⟩ := (exists_outer hk h mu).1 m2
    obtain ⟨z, hz, ez⟩ := (exists_outer hk h mu).2 m1
    obtain ⟨v, hv, ev⟩ := intermediate_value_Ioo' ab.le
      (fun y hy => (hasDerivAt_chemPot W kT (by linarith [hy.1])
        (by linarith [hy.2])).continuousAt.continuousWithinAt)
      ⟨by rw [hb]; exact m1, by rw [ha]; exact m2⟩
    have uv : u < v := hu.2.trans hv.1
    have vz : v < z := hv.2.trans hz.1
    refine Set.ncard_eq_three.2 ⟨u, v, z, uv.ne, (uv.trans vz).ne, vz.ne, ?_⟩
    ext x
    simp only [Set.mem_insert_iff, Set.mem_singleton_iff]
    constructor
    · rintro ⟨hx, ex⟩
      rcases le_total x ((1 - gap W kT) / 2) with h1 | h1
      · exact Or.inl (hL.injOn ⟨hx.1, h1⟩ ⟨hu.1, hu.2.le⟩ (ex.trans eu.symm))
      rcases le_total x ((1 + gap W kT) / 2) with h2 | h2
      · exact Or.inr (Or.inl (hM.injOn ⟨h1, h2⟩ ⟨hv.1.le, hv.2.le⟩ (ex.trans ev.symm)))
      · exact Or.inr (Or.inr (hR.injOn ⟨h2, hx.2⟩ ⟨hz.1.le, hz.2⟩ (ex.trans ez.symm)))
    · rintro (h1 | h1 | h1)
      · rw [h1]; exact ⟨⟨hu.1, by linarith [hz.2]⟩, eu⟩
      · rw [h1]; exact ⟨⟨by linarith [hu.1], by linarith [hz.2]⟩, ev⟩
      · rw [h1]; exact ⟨⟨by linarith [hu.1], hz.2⟩, ez⟩

end

end SpinodalHysteresis
```

```lean
#print axioms SpinodalHysteresis.three_compositions_iff
```

```
'SpinodalHysteresis.three_compositions_iff' depends on axioms: [propext, Classical.choice, Quot.sound]
```

## From the window to a voltage loop

The outer roots lie where $g''=\mu'>0$, so they are locally stable, while the middle root is unstable. For one electron per inserted ion, the voltage is a constant minus $\mu/e$, with $e$ the elementary charge. If the voltage is swept slowly, a homogeneous particle that follows its branch to the end leaves the dilute phase at $\mu=M$ on insertion and the concentrated phase at $\mu=-M$ on extraction. The two jumps are $2M/e$ apart in voltage. If a slow current is imposed instead, it fixes the composition, and a single homogeneous particle passes through the middle branch without such a loop.

That reading assumes that the particle stays homogeneous up to the spinodal, which no hypothesis of the theorem provides. Nucleation of the other phase can end the metastable branch earlier and narrow the loop. The model itself is a mean-field one with a constant $W$, and it leaves out elastic strain and interfacial energy.
